The Peierls–Bogoliubov inequality for non-commuting Hermitian matrices

Q: Here are my conventions. A Hamiltonian H is a Hermitian operator, b = 1/(kT) is the inverse temperature (k Boltzmann's constant, T the temperature), and the partition function, free energy, Gibbs state and thermal mean of an operator A are

Z(H) = tr exp(−bH),   F(H) = −(1/b) ln Z(H),   ρ_H = exp(−bH)/Z(H),   ⟨A⟩_H = tr(ρ_H A).

Are these the objects in the Lean code, or is there a classical sum over energy levels underneath?

A: They are these objects, in finite dimension. The basis states are labelled by a finite index type `n`, an operator is a `Matrix n n ℂ`, and `Uᴴ` is the adjoint U†. For a real vector d, `realDiag d` is the diagonal matrix diag(d).

```lean
import Mathlib

open Matrix

namespace PeierlsBogoliubov

noncomputable section

variable {n : Type*} [Fintype n] [DecidableEq n]

/-- The diagonal complex matrix with real entries `d i`. -/
def realDiag (d : n → ℝ) : Matrix n n ℂ := diagonal fun i => (d i : ℂ)
```

The Boltzmann operator is the matrix exponential `NormedSpace.exp`, the sum of the power series. No eigenvalue appears in the definitions. Z and ⟨A⟩_H are taken as real parts of traces, so that they are real numbers which can be ordered; F is in the energy units of H.

```lean
/-- The Boltzmann operator `exp (-b H)`. -/
def boltzmann (b : ℝ) (H : Matrix n n ℂ) : Matrix n n ℂ := NormedSpace.exp ((-b) • H)

/-- The partition function `Z = Re tr exp (-b H)`. -/
def partition (b : ℝ) (H : Matrix n n ℂ) : ℝ := (trace (boltzmann b H)).re

/-- The free energy `F = -(1/b) ln Z`. -/
def freeEnergy (b : ℝ) (H : Matrix n n ℂ) : ℝ := -(1 / b) * Real.log (partition b H)

/-- The Gibbs state `exp (-b H) / Z`. -/
def gibbs (b : ℝ) (H : Matrix n n ℂ) : Matrix n n ℂ := (partition b H)⁻¹ • boltzmann b H

/-- The thermal mean `Re tr (ρ A)` of `A` in the Gibbs state `ρ` of `H`. -/
def thermalMean (b : ℝ) (H A : Matrix n n ℂ) : ℝ := (trace (gibbs b H * A)).re
```

Q: A real part can hide an imaginary part. How do I know that Z is the whole trace?

A: From the spectral theorem. A Hermitian H is U diag(d) U† with U U† = 1 and real eigenvalues d_i; `exists_spectral` takes U and d from Mathlib.

```lean
/-- A Hermitian matrix is `U D U†` with `U` unitary and `D` real diagonal. -/
theorem exists_spectral {H : Matrix n n ℂ} (hH : H.IsHermitian) :
    ∃ (U : Matrix n n ℂ) (d : n → ℝ), U * Uᴴ = 1 ∧ H = U * realDiag d * Uᴴ := by
  refine ⟨hH.eigenvectorUnitary, hH.eigenvalues,
    mem_unitaryGroup_iff.mp hH.eigenvectorUnitary.2, ?_⟩
  exact hH.spectral_theorem
```

Since U† U = 1 as well, (U A U†)^m = U A^m U† for every matrix A and power m, so the exponential series passes through the conjugation:

exp(−b U diag(d) U†) = U diag(e^(−b d)) U†,

where e^(−b d) has components e^(−b d_i). In `boltzmann_spectral` this is `Matrix.exp_conj`, which is stated with U⁻¹, and `inv_eq_right_inv` identifies U⁻¹ with U†; `Matrix.exp_diagonal` exponentiates the diagonal.

```lean
/-- For unitary `U`, the Boltzmann operator of `U diag(d) U†` is `U diag(exp (-b d)) U†`. -/
theorem boltzmann_spectral (b : ℝ) {U : Matrix n n ℂ} (hU : U * Uᴴ = 1) (d : n → ℝ) :
    boltzmann b (U * realDiag d * Uᴴ) = U * realDiag (fun i => Real.exp (-b * d i)) * Uᴴ := by
  have hu : IsUnit U := ⟨⟨U, Uᴴ, hU, mul_eq_one_comm.mp hU⟩, rfl⟩
  have hs : (-b) • realDiag d = realDiag (fun i => -b * d i) := by
    ext i j
    by_cases h : i = j <;> simp [realDiag, h]
  have e : (-b) • (U * realDiag d * Uᴴ) = U * realDiag (fun i => -b * d i) * U⁻¹ := by
    rw [inv_eq_right_inv hU, ← hs, Matrix.mul_smul, Matrix.smul_mul]
  have hd : ∀ f : n → ℝ,
      NormedSpace.exp (realDiag f) = realDiag (fun i => Real.exp (f i)) := by
    intro f
    simp only [realDiag]
    rw [Matrix.exp_diagonal]
    congr 1
    funext i
    rw [Pi.coe_exp, ← Complex.exp_eq_exp_ℂ]
    simp
  rw [boltzmann, e, Matrix.exp_conj _ _ hu, inv_eq_right_inv hU, hd]
```

Cyclicity of the trace removes U:

tr exp(−bH) = tr( U† U diag(e^(−b d)) ) = Σ_i e^(−b d_i).

`trace_boltzmann` states this as an equation between complex numbers whose right side is real, so nothing is lost in Z.

```lean
/-- For unitary `U`, the trace of the Boltzmann operator of `U diag(d) U†` is the real number
`∑ exp (-b d i)`. -/
theorem trace_boltzmann (b : ℝ) {U : Matrix n n ℂ} (hU : U * Uᴴ = 1) (d : n → ℝ) :
    trace (boltzmann b (U * realDiag d * Uᴴ)) = ((∑ i, Real.exp (-b * d i) : ℝ) : ℂ) := by
  have hU' : Uᴴ * U = 1 := mul_eq_one_comm.mp hU
  rw [boltzmann_spectral b hU, trace_mul_cycle, hU', Matrix.one_mul]
  simp only [realDiag, trace_diagonal, Complex.ofReal_sum]
```

With at least one basis state (`[Nonempty n]`) the sum is positive, and tr ρ_H = Z/Z = 1. Lean assigns the value 0 to ln 0 and to 0⁻¹, and `gibbs_normalised` shows that for Hermitian H neither the logarithm nor the inverse of Z meets that case.

```lean
/-- For Hermitian `H` on a non-empty index type the partition function is positive and the
Gibbs state has unit trace. -/
theorem gibbs_normalised [Nonempty n] (b : ℝ) {H : Matrix n n ℂ} (hH : H.IsHermitian) :
    0 < partition b H ∧ trace (gibbs b H) = 1 := by
  obtain ⟨U, d, hU, rfl⟩ := exists_spectral hH
  have h := trace_boltzmann b hU d
  have hp : partition b (U * realDiag d * Uᴴ) = ∑ i, Real.exp (-b * d i) := by
    rw [partition, h, Complex.ofReal_re]
  have pos : 0 < ∑ i, Real.exp (-b * d i) :=
    Finset.sum_pos (fun i _ => Real.exp_pos _) Finset.univ_nonempty
  refine ⟨by rw [hp]; exact pos, ?_⟩
  rw [gibbs, trace_smul, h, hp, Complex.real_smul, ← Complex.ofReal_mul,
    inv_mul_cancel₀ pos.ne', Complex.ofReal_one]
```

Q: You could have defined Z as Σ_i e^(−b d_i) and saved this work.

A: Then Z and the definitions built on it would carry a proof of Hermiticity as an argument, since Mathlib's `hH.eigenvalues` needs one, and the statement for a sum of two Hamiltonians would speak of a chosen list of eigenvalues. That the Boltzmann factors e^(−b d_i) of this list sum to tr exp(−bH) would not be visible in the statement. Here that identity is the theorem `trace_boltzmann`.

Q: The classical proof splits e^(−b(H0+V)) into e^(−bH0) e^(−bV) for a reference Hamiltonian H0 and a perturbation V. That is false when they do not commute.

A: The split is made only for numbers, after the Peierls inequality has replaced the operator by its diagonal elements. Let the columns of W be any orthonormal basis, W†W = 1, and put M = W†U, so that M_ij is the overlap of basis vector i with eigenvector j. Then W†HW = M diag(d) M†, and

Re (M diag(d) M†)_ii = Σ_j |M_ij|² d_j.

That is `diag_entry`, valid for any M; `Complex.normSq` is the squared modulus.

```lean
/-- The real part of the `i`-th diagonal entry of `M diag(d) M†` is `∑ j, |M i j|² d j`. -/
theorem diag_entry (M : Matrix n n ℂ) (d : n → ℝ) (i : n) :
    ((M * realDiag d * Mᴴ) i i).re = ∑ j, Complex.normSq (M i j) * d j := by
  rw [Matrix.mul_apply, Complex.re_sum]
  refine Finset.sum_congr rfl fun j _ => ?_
  rw [realDiag, Matrix.mul_diagonal, conjTranspose_apply]
  simp [Complex.normSq_apply]
  ring
```

The second ingredient is Jensen's inequality for weights w_j ≥ 0 with Σ_j w_j = 1 and real x_j:

exp(−b Σ_j w_j x_j) ≤ Σ_j w_j exp(−b x_j).

The proof turns on `convexOn_exp.map_sum_le`. The first part says that the real exponential is convex on the whole line. The second takes a finite set `t`, weights `w`, points `p`, and proofs that the weights are non-negative, sum to one, and that the points lie in the domain, which `Set.mem_univ` settles here. The points are −b x_j, so the sign of b is immaterial.

```lean
omit [DecidableEq n] in
/-- Jensen's inequality for Boltzmann factors: for probabilities `w`, the factor of the mean
energy is at most the mean of the factors. -/
theorem jensen (b : ℝ) (w x : n → ℝ) (hw : ∀ j, 0 ≤ w j) (h1 : ∑ j, w j = 1) :
    Real.exp (-b * ∑ j, w j * x j) ≤ ∑ j, w j * Real.exp (-b * x j) := by
  have h := convexOn_exp.map_sum_le (t := Finset.univ) (w := w) (p := fun j => -b * x j)
    (fun j _ => hw j) h1 (fun _ _ => Set.mem_univ _)
  simp only [smul_eq_mul] at h
  have e : -b * ∑ j, w j * x j = ∑ j, w j * (-b * x j) := by
    rw [Finset.mul_sum]
    exact Finset.sum_congr rfl fun j _ => by ring
  rw [e]
  exact h
```

M is unitary, so Σ_j |M_ij|² = 1 for each row and Σ_i |M_ij|² = 1 for each column. Jensen along each row, then the column sums, give

Σ_i exp(−b Re (W†HW)_ii) ≤ Σ_i Σ_j |M_ij|² e^(−b d_j) = Σ_j e^(−b d_j) = Z(H).

In `peierls`, `row` is `diag_entry` with d = 1, `col` is `row` applied to M†, and the two `calc` steps are the inequality and the exchange of sums. W is square, so the basis is complete, and b is any real number.

```lean
/-- Peierls inequality: in any orthonormal basis (the columns of `W`), the Boltzmann factors of
the diagonal matrix elements of a Hermitian `H` sum to at most the partition function. -/
theorem peierls (b : ℝ) {H W : Matrix n n ℂ} (hH : H.IsHermitian) (hW : Wᴴ * W = 1) :
    ∑ i, Real.exp (-b * ((Wᴴ * H * W) i i).re) ≤ partition b H := by
  obtain ⟨U, d, hU, rfl⟩ := exists_spectral hH
  obtain ⟨M, hM⟩ : ∃ M, M = Wᴴ * U := ⟨_, rfl⟩
  have h1 : M * Mᴴ = 1 := by
    rw [hM, conjTranspose_mul, conjTranspose_conjTranspose, Matrix.mul_assoc,
      ← Matrix.mul_assoc U, hU, Matrix.one_mul, hW]
  have h2 : Mᴴ * Mᴴᴴ = 1 := by
    rw [conjTranspose_conjTranspose]
    exact mul_eq_one_comm.mp h1
  -- the overlaps |M i j|² sum to one along rows and along columns
  have row : ∀ N : Matrix n n ℂ, N * Nᴴ = 1 → ∀ i, ∑ j, Complex.normSq (N i j) = 1 := by
    intro N hN i
    have h := diag_entry N (fun _ => 1) i
    have hone : realDiag (fun _ : n => (1 : ℝ)) = 1 := by simp [realDiag]
    rw [hone, Matrix.mul_one, hN] at h
    simpa using h.symm
  have col : ∀ j, ∑ i, Complex.normSq (M i j) = 1 := fun j => by
    simpa [conjTranspose_apply] using row Mᴴ h2 j
  have e : Wᴴ * (U * realDiag d * Uᴴ) * W = M * realDiag d * Mᴴ := by
    simp only [hM, conjTranspose_mul, conjTranspose_conjTranspose, Matrix.mul_assoc]
  rw [e, partition, trace_boltzmann b hU, Complex.ofReal_re]
  calc ∑ i, Real.exp (-b * ((M * realDiag d * Mᴴ) i i).re)
      ≤ ∑ i, ∑ j, Complex.normSq (M i j) * Real.exp (-b * d j) :=
        Finset.sum_le_sum fun i _ => by
          rw [diag_entry]
          exact jensen b (fun j => Complex.normSq (M i j)) d
            (fun j => Complex.normSq_nonneg _) (row M h1 i)
    _ = ∑ j, Real.exp (-b * d j) := by
        rw [Finset.sum_comm]
        refine Finset.sum_congr rfl fun j _ => ?_
        rw [← Finset.sum_mul, col, one_mul]
```

Q: And the main statement?

A: For Hermitian H0 and V on a non-empty finite basis and b > 0,

F(H0 + V) ≤ F(H0) + ⟨V⟩_H0.

No commutation and no smallness of V is assumed. Write H0 = U diag(d) U†, Z0 = Σ_i e^(−b d_i), p_i = e^(−b d_i)/Z0 and X = U†VU. The thermal mean sees only the diagonal of X:

⟨V⟩_H0 = Re tr( U diag(p) U† V ) = Re tr( diag(p) X ) = Σ_i p_i Re X_ii.

Apply Peierls to H0 + V with W = U, where U†(H0+V)U = diag(d) + X, and then Jensen with the Gibbs weights p_i:

Z(H0+V) ≥ Σ_i e^(−b(d_i + Re X_ii)) = Z0 Σ_i p_i e^(−b Re X_ii) ≥ Z0 exp(−b ⟨V⟩_H0).

Taking logarithms gives ln Z(H0+V) ≥ ln Z0 − b⟨V⟩_H0, and multiplying by −1/b < 0 reverses the inequality. In the code Z0 is `Z`; `hm` is the formula for the mean, `hp` the Peierls step, `hs` the factorisation of numbers, `hj` the Jensen step and `key` their chain. `hlog` takes logarithms, and `fin` is the only place where b > 0 enters.

```lean
/-- Peierls-Bogoliubov inequality: for Hermitian `H0`, `V` and `b > 0`,
`F(H0 + V) ≤ F(H0) + Re tr (ρ0 V)` with `ρ0` the Gibbs state of `H0`. -/
theorem peierls_bogoliubov [Nonempty n] {b : ℝ} {H0 V : Matrix n n ℂ}
    (hH0 : H0.IsHermitian) (hV : V.IsHermitian) (hb : 0 < b) :
    freeEnergy b (H0 + V) ≤ freeEnergy b H0 + thermalMean b H0 V := by
  have hpos0 := (gibbs_normalised b hH0).1
  have hsum := hH0.add hV
  obtain ⟨U, d, hU, rfl⟩ := exists_spectral hH0
  have hU' : Uᴴ * U = 1 := mul_eq_one_comm.mp hU
  obtain ⟨Z, hZd⟩ : ∃ Z, Z = ∑ i, Real.exp (-b * d i) := ⟨_, rfl⟩
  obtain ⟨X, hX⟩ : ∃ X, X = Uᴴ * V * U := ⟨_, rfl⟩
  have hZ : partition b (U * realDiag d * Uᴴ) = Z := by
    rw [partition, trace_boltzmann b hU, Complex.ofReal_re, hZd]
  rw [hZ] at hpos0
  have hne : Z ≠ 0 := hpos0.ne'
  -- the thermal mean sees only the diagonal of V in the eigenbasis of H0
  have htr : ∀ E : Matrix n n ℂ, trace (U * E * Uᴴ * V) = trace (E * X) := by
    intro E
    rw [show U * E * Uᴴ * V = U * (E * Uᴴ * V) by simp only [Matrix.mul_assoc],
      trace_mul_comm, hX]
    simp only [Matrix.mul_assoc]
  have hm : thermalMean b (U * realDiag d * Uᴴ) V
      = ∑ i, Real.exp (-b * d i) / Z * (X i i).re := by
    rw [thermalMean, gibbs, hZ, boltzmann_spectral b hU, Matrix.smul_mul, trace_smul, htr]
    simp only [Matrix.trace, diag_apply, realDiag, diagonal_mul, Complex.smul_re,
      Complex.re_sum, Complex.re_ofReal_mul, smul_eq_mul, Finset.mul_sum]
    exact Finset.sum_congr rfl fun i _ => by ring
  -- Peierls inequality in the eigenbasis of H0
  have hp := peierls b hsum hU'
  have e : Uᴴ * (U * realDiag d * Uᴴ + V) * U = realDiag d + X := by
    calc Uᴴ * (U * realDiag d * Uᴴ + V) * U
        = (Uᴴ * U) * realDiag d * (Uᴴ * U) + Uᴴ * V * U := by
          simp only [Matrix.mul_add, Matrix.add_mul, Matrix.mul_assoc]
      _ = realDiag d + X := by rw [hU', hX, Matrix.one_mul, Matrix.mul_one]
  rw [e] at hp
  -- Jensen with the Gibbs weights
  have hw : ∑ i, Real.exp (-b * d i) / Z = 1 := by
    rw [← Finset.sum_div, ← hZd, div_self hne]
  have hj : Real.exp (-b * ∑ i, Real.exp (-b * d i) / Z * (X i i).re)
      ≤ ∑ i, Real.exp (-b * d i) / Z * Real.exp (-b * (X i i).re) :=
    jensen b (fun i => Real.exp (-b * d i) / Z) (fun i => (X i i).re)
      (fun i => div_nonneg (Real.exp_pos _).le hpos0.le) hw
  have hs : Z * ∑ i, Real.exp (-b * d i) / Z * Real.exp (-b * (X i i).re)
      = ∑ i, Real.exp (-b * ((realDiag d + X) i i).re) := by
    rw [Finset.mul_sum]
    refine Finset.sum_congr rfl fun i _ => ?_
    have h : ((realDiag d + X) i i).re = d i + (X i i).re := by simp [realDiag]
    rw [h, mul_add, Real.exp_add, ← mul_assoc, mul_div_cancel₀ _ hne]
  have key := ((mul_le_mul_of_nonneg_left hj hpos0.le).trans hs.le).trans hp
  have hlog := Real.log_le_log (mul_pos hpos0 (Real.exp_pos _)) key
  rw [Real.log_mul hne (Real.exp_pos _).ne', Real.log_exp] at hlog
  have fin : ∀ L L1 m : ℝ, L + -b * m ≤ L1 → -(1 / b) * L1 ≤ -(1 / b) * L + m := by
    intro L L1 m h
    have h1 := mul_le_mul_of_nonneg_left h (one_div_pos.mpr hb).le
    have hb1 : 1 / b * b = 1 := one_div_mul_cancel hb.ne'
    have h2 : 1 / b * (L + -b * m) = 1 / b * L - m := by linear_combination (-m) * hb1
    linarith
  rw [freeEnergy, freeEnergy, hZ, hm]
  exact fin _ _ _ hlog
```

Q: Why must V be Hermitian, if only Re X_ii appears?

A: It enters through `hsum`, which makes H0 + V Hermitian for `peierls`. Without it the claim is false already for one state. Take H0 = 0, V the imaginary unit and b = 1. Then Z(H0+V) = cos 1 and F(H0+V) ≈ 0.616, whereas F(H0) = 0 and the real part of the mean of V is 0. For real 1×1 matrices, by contrast, both sides equal H0 + V.

Q: One side only tells me little about F(H0+V).

A: Exchange the roles: take H0 + V as the reference and −V as the perturbation. Then F(H0) ≤ F(H0+V) − ⟨V⟩_(H0+V), that is

F(H0) + ⟨V⟩_(H0+V) ≤ F(H0+V).

```lean
/-- Lower bound, for Hermitian `H0`, `V` and `b > 0`:
`F(H0) + Re tr (ρ V) ≤ F(H0 + V)` with `ρ` the Gibbs state of `H0 + V`. -/
theorem freeEnergy_lower [Nonempty n] {b : ℝ} {H0 V : Matrix n n ℂ}
    (hH0 : H0.IsHermitian) (hV : V.IsHermitian) (hb : 0 < b) :
    freeEnergy b H0 + thermalMean b (H0 + V) V ≤ freeEnergy b (H0 + V) := by
  have h := peierls_bogoliubov (hH0.add hV) hV.neg hb
  have e : thermalMean b (H0 + V) (-V) = -thermalMean b (H0 + V) V := by simp [thermalMean]
  rw [add_neg_cancel_right, e] at h
  linarith
```

Concavity in the Hamiltonian follows as well. For Hermitian H1, H2 and 0 ≤ t ≤ 1 put H = tH1 + (1−t)H2. The main theorem around H gives

F(H1) ≤ F(H) + ⟨H1 − H⟩_H,   F(H2) ≤ F(H) + ⟨H2 − H⟩_H.

Weight these by t and 1−t. Since t(H1−H) + (1−t)(H2−H) = 0 and the mean is linear, the means cancel:

t F(H1) + (1−t) F(H2) ≤ F(tH1 + (1−t)H2).

The two bounds are `a1` and `a2`, the cancellation is `z` and `hz`, and `nlinarith` adds them.

```lean
/-- For `b > 0` the free energy is concave on Hermitian matrices. -/
theorem freeEnergy_concave [Nonempty n] {b t : ℝ} {H1 H2 : Matrix n n ℂ}
    (h1 : H1.IsHermitian) (h2 : H2.IsHermitian) (hb : 0 < b) (ht0 : 0 ≤ t) (ht1 : t ≤ 1) :
    t * freeEnergy b H1 + (1 - t) * freeEnergy b H2
      ≤ freeEnergy b (t • H1 + (1 - t) • H2) := by
  obtain ⟨H, hH⟩ : ∃ H, H = t • H1 + (1 - t) • H2 := ⟨_, rfl⟩
  have herm : H.IsHermitian := by
    rw [hH, IsHermitian, conjTranspose_add, conjTranspose_smul, conjTranspose_smul,
      h1.eq, h2.eq, star_trivial, star_trivial]
  have z : t • (H1 - H) + (1 - t) • (H2 - H) = 0 := by rw [hH]; module
  have hz := congrArg (fun A => (trace (gibbs b H * A)).re) z
  simp only [Matrix.mul_add, Matrix.mul_smul, trace_add, trace_smul, Complex.add_re,
    Complex.smul_re, smul_eq_mul, Matrix.mul_zero, trace_zero, Complex.zero_re] at hz
  -- expand around the mixed Hamiltonian; the first-order terms cancel
  have a1 := peierls_bogoliubov herm (h1.sub herm) hb
  have a2 := peierls_bogoliubov herm (h2.sub herm) hb
  rw [add_sub_cancel, thermalMean] at a1 a2
  rw [← hH]
  nlinarith [mul_le_mul_of_nonneg_left a1 ht0,
    mul_le_mul_of_nonneg_left a2 (sub_nonneg.mpr ht1)]

end

end PeierlsBogoliubov
```

```lean
#print axioms PeierlsBogoliubov.peierls_bogoliubov
-- 'PeierlsBogoliubov.peierls_bogoliubov' depends on axioms: [propext, Classical.choice, Quot.sound]
#print axioms PeierlsBogoliubov.freeEnergy_lower
-- 'PeierlsBogoliubov.freeEnergy_lower' depends on axioms: [propext, Classical.choice, Quot.sound]
#print axioms PeierlsBogoliubov.freeEnergy_concave
-- 'PeierlsBogoliubov.freeEnergy_concave' depends on axioms: [propext, Classical.choice, Quot.sound]
```

Q: Show me numbers for a case that does not commute.

A: These figures, like the counter-example above, are worked on paper and are not Lean output. Take the Pauli matrices H0 = σz, V = σx and b = 1. Then Z0 = 2 cosh 1 ≈ 3.086 and F(H0) ≈ −1.127. In the eigenbasis of σz the diagonal of σx vanishes, so ⟨V⟩_H0 = 0. The sum has eigenvalues ±√2, so Z(H0+V) = 2 cosh √2 ≈ 4.356 and F(H0+V) ≈ −1.472. In its Gibbs state ⟨σx⟩ = −tanh(√2)/√2 ≈ −0.628. The two theorems read

−1.755 ≤ −1.472 ≤ −1.127.

Q: How does this enter a calculation?

A: For a Hamiltonian H in a finite basis, one picks a solvable trial Hamiltonian H0(λ) with parameters λ, for instance a sum of single-spin terms in a mean-field treatment of a finite spin cluster, sets V = H − H0(λ), and minimises F(H0) + ⟨V⟩_H0 over λ. Every trial value lies at or above F(H). A program can follow `hm`: diagonalise H0, form p_i and the diagonal of U†VU, and add Σ_i p_i Re X_ii to −(1/b) ln Z0. H itself is not diagonalised, and a sum of single-spin terms H0 can be diagonalised one spin at a time.

Q: What is left out?

A: Infinite dimension, and with it unbounded Hamiltonians and the thermodynamic limit: a truncated basis is covered as a finite system in its own right, with no control of the truncation error. The theorems do not say when equality holds. Together the upper and lower bounds limit the gap in the main inequality to at most ⟨V⟩_H0 − ⟨V⟩_(H0+V), but evaluating this takes the Gibbs state of H0 + V as well. The comparison state is always the Gibbs state of a Hermitian matrix, so the variational principle over arbitrary density matrices, with its entropy term, is not stated. Positive semidefiniteness of ρ_H and reality of tr(ρ_H V) hold for Hermitian H and V but have no theorem of their own; the main proof works directly with the non-negative weights p_i, which are the eigenvalues of ρ_H0, and with the real part of the trace.
